# Spin polarisation carried by orbital overlap in a model with two occupied orbitals per spin

Take three orthonormal directions $a$, $v$, $e$ and the unit vector $b=\tfrac23a+\tfrac23v+\tfrac13e$. Spin-up electrons occupy $a+xv$ and $b$; spin-down electrons occupy $a-xv$ and $b$. Only $a$ is polarised, and neither $a$ nor $v$ has any component along $e$. Yet the populations of $e$ are

$$n(\pm x)=\frac{1+x^2}{5\mp 8x+5x^2},$$

so their difference has slope $16/25$ at $x=0$. The Pauli principle makes only the part of $b$ orthogonal to $a\pm xv$ count as a second occupied orbital. That part has the same $e$ component for both spins but a different norm, so normalising it gives different weights on $e$.

## The slope from the Gram matrix

Let $a,v,b$ be real unit vectors with $\langle a,v\rangle=0$, $\langle a,b\rangle=S$ and $\langle v,b\rangle=T$. Let the probe $e$ be a unit vector orthogonal to $a$ and $v$, with $g=\langle e,b\rangle\neq0$. Write $p=a+xv$. The projection of $e$ on the occupied space is $cp+db$, and the residual is orthogonal to $p$ and $b$:

$$\langle e,p\rangle=c\langle p,p\rangle+d\langle p,b\rangle,\qquad \langle e,b\rangle=c\langle p,b\rangle+d\langle b,b\rangle.$$

Here $\langle e,p\rangle=0$, $\langle p,p\rangle=1+x^2$ and $\langle p,b\rangle=S+xT$. With the Gram determinant $D(x)=1+x^2-(S+xT)^2$, the solution has $d=(1+x^2)g/D(x)$, and the population is

$$n(x)=c\langle e,p\rangle+d\langle e,b\rangle=\frac{g^2(1+x^2)}{D(x)}.$$

The determinant is positive. The vector $w=(1+x^2)b-(S+xT)p$ is nonzero because $\langle e,w\rangle=(1+x^2)g\neq0$, and $\|w\|^2=(1+x^2)D(x)$. At $x=0$ this gives $|S|<1$.

Since $D(0)=1-S^2$ and $D'(0)=-2ST$, the quotient rule gives $n'(0)=2g^2ST/(1-S^2)^2$. The spin density $n(x)-n(-x)$ has twice this slope,

$$\frac{4g^2ST}{(1-S^2)^2}.$$

At finite $x$, $D(-x)-D(x)=4xST$, hence

$$n(x)-n(-x)=\frac{4xST(1+x^2)g^2}{D(x)D(-x)}.$$

In the context of nuclear spin-spin coupling, this one-parameter model with fixed $b$ illustrates how a polarisation made at one nucleus can reach an orbital at another. The amplitude $x$ stands for the spin-dependent mixing that a nuclear magnetic moment would cause through the Fermi contact interaction; it is prescribed, and no Hamiltonian, energy or coupling constant is computed.

## Occupied spaces and populations in Lean

The space `E` is any real inner-product space, possibly infinite-dimensional.

```lean
import Mathlib

open scoped InnerProductSpace

namespace OverlapSpinPolarisation

noncomputable section

variable {E : Type*} [NormedAddCommGroup E] [InnerProductSpace ℝ E]
```

For each spin, the determinant is represented by the span of its occupied orbitals. Hence $a+xv$ needs no normalisation; the unit orbital is $(a+xv)/\sqrt{1+x^2}$.

```lean
/-- The space spanned by two occupied, possibly nonorthogonal, orbitals of one spin. -/
def occupied (p b : E) : Submodule ℝ E := Submodule.span ℝ {p, b}
```

The span is finite-dimensional, which guarantees an orthogonal projection.

```lean
instance (p b : E) : (occupied p b).HasOrthogonalProjection := by
  have : FiniteDimensional ℝ (occupied p b) :=
    FiniteDimensional.span_of_finite ℝ (Set.toFinite _)
  have : CompleteSpace (occupied p b) := FiniteDimensional.complete ℝ _
  infer_instance
```

`population` is $\langle e,Pe\rangle$, an occupation number when $e$ is a unit vector. For other lengths it carries a factor $\|e\|^2$.

```lean
/-- The inner product of the probe `e` with its orthogonal projection on the occupied space. -/
def population (p b e : E) : ℝ := ⟪e, (occupied p b).starProjection e⟫_ℝ

/-- The spin density in `e` when the orbital `a` is mixed with `v` by the amount `x` for
spin up and `-x` for spin down, while `b` is the same for both spins. -/
def spinDensity (a v b e : E) (x : ℝ) : ℝ :=
  population (a + x • v) b e - population (a + (-x) • v) b e
```

The structure `Orbitals` collects the norms and overlaps.

```lean
/-- Normalised orbitals `a`, `v`, `b` with `v` orthogonal to `a`, and with overlaps `S` of `a`
with `b` and `T` of `v` with `b`. -/
structure Orbitals (a v b : E) (S T : ℝ) : Prop where
  aa : ⟪a, a⟫_ℝ = 1
  vv : ⟪v, v⟫_ℝ = 1
  bb : ⟪b, b⟫_ℝ = 1
  av : ⟪a, v⟫_ℝ = 0
  ab : ⟪a, b⟫_ℝ = S
  vb : ⟪v, b⟫_ℝ = T
```

## Population and linear response of any probe

The first theorem is the normal-equation argument for general $p$, $b$ and $e$. `h1'` and `h2'` are the two equations, and `ring` checks the resulting identity.

```lean
/-- The population of a probe orbital, written with the overlaps of two linearly independent
occupied orbitals. -/
theorem population_eq (p b e : E)
    (hD : ⟪p, p⟫_ℝ * ⟪b, b⟫_ℝ - ⟪p, b⟫_ℝ ^ 2 ≠ 0) :
    population p b e =
      (⟪b, b⟫_ℝ * ⟪e, p⟫_ℝ ^ 2 - 2 * ⟪p, b⟫_ℝ * ⟪e, p⟫_ℝ * ⟪e, b⟫_ℝ
        + ⟪p, p⟫_ℝ * ⟪e, b⟫_ℝ ^ 2) / (⟪p, p⟫_ℝ * ⟪b, b⟫_ℝ - ⟪p, b⟫_ℝ ^ 2) := by
  have hp : p ∈ occupied p b := Submodule.subset_span (by simp)
  have hb : b ∈ occupied p b := Submodule.subset_span (by simp)
  obtain ⟨c, d, hq⟩ := Submodule.mem_span_pair.mp
    ((occupied p b).starProjection_apply_mem e)
  -- the residual is orthogonal to both occupied orbitals
  have h1 := (occupied p b).starProjection_inner_eq_zero e p hp
  have h2 := (occupied p b).starProjection_inner_eq_zero e b hb
  change c • p + d • b = (occupied p b).starProjection e at hq
  rw [← hq, inner_sub_left, inner_add_left, real_inner_smul_left,
    real_inner_smul_left] at h1 h2
  rw [real_inner_comm p b] at h1
  have h1' : ⟪e, p⟫_ℝ = c * ⟪p, p⟫_ℝ + d * ⟪p, b⟫_ℝ := by linarith
  have h2' : ⟪e, b⟫_ℝ = c * ⟪p, b⟫_ℝ + d * ⟪b, b⟫_ℝ := by linarith
  rw [eq_div_iff hD, population, ← hq, inner_add_right, real_inner_smul_right,
    real_inner_smul_right, h1', h2']
  ring
```

Next come the overlaps of the polarised orbital, which are then inserted.

```lean
/-- The squared norm of the polarised orbital `a + x v` and its overlap with `b`. -/
theorem polarised_overlaps {a v b : E} {S T : ℝ} (h : Orbitals a v b S T) (x : ℝ) :
    ⟪a + x • v, a + x • v⟫_ℝ = 1 + x ^ 2 ∧ ⟪a + x • v, b⟫_ℝ = S + x * T := by
  have hva : ⟪v, a⟫_ℝ = 0 := by rw [real_inner_comm]; exact h.av
  constructor
  · simp only [inner_add_left, inner_add_right, real_inner_smul_left,
      real_inner_smul_right, h.aa, h.vv, h.av, hva]
    ring
  · rw [inner_add_left, real_inner_smul_left, h.ab, h.vb]

/-- The population of any probe orbital at polarisation `x`, when `a + x v` and `b` are linearly
independent. -/
theorem population_polarised {a v b : E} {S T : ℝ} (h : Orbitals a v b S T) (e : E) (x : ℝ)
    (hD : 1 + x ^ 2 - (S + x * T) ^ 2 ≠ 0) :
    population (a + x • v) b e =
      ((⟪e, a⟫_ℝ + x * ⟪e, v⟫_ℝ) ^ 2
        - 2 * (S + x * T) * (⟪e, a⟫_ℝ + x * ⟪e, v⟫_ℝ) * ⟪e, b⟫_ℝ
        + (1 + x ^ 2) * ⟪e, b⟫_ℝ ^ 2) / (1 + x ^ 2 - (S + x * T) ^ 2) := by
  obtain ⟨hpp, hpb⟩ := polarised_overlaps h x
  have hep : ⟪e, a + x • v⟫_ℝ = ⟪e, a⟫_ℝ + x * ⟪e, v⟫_ℝ := by
    rw [inner_add_right, real_inner_smul_right]
  rw [population_eq _ _ _ (by rw [hpp, hpb, h.bb, mul_one]; exact hD), hpp, hpb, h.bb, hep]
  simp only [mul_one, one_mul]
```

For an arbitrary probe, $|S|<1$ has to be assumed. The proof differentiates the quotient and transfers the derivative to `population`, because $D$ stays nonzero near $x=0$.

```lean
/-- The linear response of the population of any probe orbital to the polarisation of `a`,
for `a` and `b` linearly independent. -/
theorem population_response {a v b : E} {S T : ℝ} (h : Orbitals a v b S T) (e : E)
    (hS : |S| < 1) :
    HasDerivAt (fun x : ℝ => population (a + x • v) b e)
      (((2 * ⟪e, a⟫_ℝ * ⟪e, v⟫_ℝ
          - 2 * ⟪e, b⟫_ℝ * (T * ⟪e, a⟫_ℝ + S * ⟪e, v⟫_ℝ)) * (1 - S ^ 2)
        + 2 * S * T * (⟪e, a⟫_ℝ ^ 2 - 2 * S * ⟪e, a⟫_ℝ * ⟪e, b⟫_ℝ + ⟪e, b⟫_ℝ ^ 2))
        / (1 - S ^ 2) ^ 2) 0 := by
  obtain ⟨hl, hr⟩ := abs_lt.mp hS
  have hpos : 0 < 1 - S ^ 2 := by
    nlinarith [mul_pos (sub_pos.mpr hr) (by linarith : 0 < 1 + S)]
  have hne : 1 + (0 : ℝ) ^ 2 - (S + 0 * T) ^ 2 ≠ 0 := by
    have : 1 + (0 : ℝ) ^ 2 - (S + 0 * T) ^ 2 = 1 - S ^ 2 := by ring
    rw [this]; exact hpos.ne'
  have lin : ∀ r s : ℝ, HasDerivAt (fun x : ℝ => r + x * s) s 0 := fun r s => by
    simpa using ((hasDerivAt_id' (0 : ℝ)).mul_const s).const_add r
  have sq : ∀ r s : ℝ, HasDerivAt (fun x : ℝ => (r + x * s) ^ 2) (2 * r * s) 0 :=
    fun r s => by simpa using (lin r s).fun_pow 2
  have hQ : HasDerivAt (fun x : ℝ => 1 + x ^ 2) 0 0 := by
    simpa using ((hasDerivAt_id' (0 : ℝ)).fun_pow 2).const_add 1
  have hN := ((sq ⟪e, a⟫_ℝ ⟪e, v⟫_ℝ).fun_sub
    ((((lin S T).const_mul 2).fun_mul (lin ⟪e, a⟫_ℝ ⟪e, v⟫_ℝ)).mul_const ⟪e, b⟫_ℝ)).fun_add
    (hQ.mul_const (⟪e, b⟫_ℝ ^ 2))
  have hF := hN.fun_div (hQ.fun_sub (sq S T)) hne
  -- near zero the Gram determinant stays nonzero, so the closed form applies
  have hc : ContinuousAt (fun x : ℝ => 1 + x ^ 2 - (S + x * T) ^ 2) 0 := by fun_prop
  refine (hF.congr_deriv ?_).congr_of_eventuallyEq ?_
  · ring
  · filter_upwards [hc.eventually_ne hne] with x hx
    exact population_polarised h e x hx
```

The chain rule for $x\mapsto-x$ supplies the factor two.

```lean
/-- If the spin-up population is differentiable at zero polarisation, the spin density has twice its
slope there. -/
theorem spinDensity_slope {a v b e : E} {d : ℝ}
    (hF : HasDerivAt (fun x : ℝ => population (a + x • v) b e) d 0) :
    HasDerivAt (spinDensity a v b e) (2 * d) 0 := by
  have hF' : HasDerivAt (fun x : ℝ => population (a + x • v) b e) d (-(0 : ℝ)) := by
    rw [neg_zero]; exact hF
  have h3 : HasDerivAt (spinDensity a v b e) (d - d * -1) 0 :=
    hF.fun_sub (hF'.comp 0 (hasDerivAt_neg 0))
  exact h3.congr_deriv (by ring)
```

## Spin density in a probe orthogonal to $a$ and $v$

`gram_pos` uses the vector $w$ from above.

```lean
/-- If a probe orthogonal to `a` and `v` overlaps with `b`, the Gram determinant of the occupied
orbitals is positive at every polarisation. -/
theorem gram_pos {a v b e : E} {S T : ℝ} (h : Orbitals a v b S T)
    (hea : ⟪e, a⟫_ℝ = 0) (hev : ⟪e, v⟫_ℝ = 0) (hg : ⟪e, b⟫_ℝ ≠ 0) (x : ℝ) :
    0 < 1 + x ^ 2 - (S + x * T) ^ 2 := by
  obtain ⟨hpp, hpb⟩ := polarised_overlaps h x
  have hbp : ⟪b, a + x • v⟫_ℝ = S + x * T := by rw [real_inner_comm]; exact hpb
  have hep : ⟪e, a + x • v⟫_ℝ = 0 := by
    rw [inner_add_right, real_inner_smul_right, hea, hev, mul_zero, add_zero]
  have hx : 0 < 1 + x ^ 2 := by positivity
  -- the part of `b` orthogonal to the polarised orbital, up to a factor
  have hw0 : (1 + x ^ 2) • b - (S + x * T) • (a + x • v) ≠ 0 := by
    intro h0
    have h1 : ⟪e, (1 + x ^ 2) • b - (S + x * T) • (a + x • v)⟫_ℝ = 0 := by
      rw [h0, inner_zero_right]
    rw [inner_sub_right, real_inner_smul_right, real_inner_smul_right, hep, mul_zero,
      sub_zero] at h1
    exact mul_ne_zero hx.ne' hg h1
  have hw := pow_pos (norm_pos_iff.mpr hw0) 2
  rw [← real_inner_self_eq_norm_sq] at hw
  simp only [inner_sub_left, inner_sub_right, real_inner_smul_left, real_inner_smul_right,
    hpp, hpb, hbp, h.bb] at hw
  by_contra hn
  nlinarith [mul_nonneg hx.le (sub_nonneg.mpr (not_lt.mp hn))]
```

The main theorem therefore has $|S|<1$ in its conclusion; $g$ appears as `⟪e, b⟫_ℝ`.

```lean
/-- For a probe orthogonal to `a` and `v` that overlaps with `b`, the overlap `S` is below one in
magnitude and the spin density has slope `4 g² S T / (1 - S²)²` at zero polarisation, with `g` the
overlap of the probe with `b`. -/
theorem overlap_transmits_polarisation {a v b e : E} {S T : ℝ} (h : Orbitals a v b S T)
    (hea : ⟪e, a⟫_ℝ = 0) (hev : ⟪e, v⟫_ℝ = 0) (hg : ⟪e, b⟫_ℝ ≠ 0) :
    |S| < 1 ∧ HasDerivAt (spinDensity a v b e)
      (4 * ⟪e, b⟫_ℝ ^ 2 * S * T / (1 - S ^ 2) ^ 2) 0 := by
  have h0 := gram_pos h hea hev hg 0
  have hS : |S| < 1 := abs_lt.mpr ⟨by nlinarith, by nlinarith⟩
  refine ⟨hS, (spinDensity_slope (population_response h e hS)).congr_deriv ?_⟩
  rw [hea, hev]
  ring
```

The condition $\langle e,v\rangle=0$ matters. With orthonormal $a,v,u$, take $b=\tfrac35a+\tfrac45u$ and $e=(v+u)/\sqrt2$. Then $T=0$ and the formula would give zero, but the general response gives a spin-density slope of $-3/2$: the probe now sees $v$ directly.

The finite-$x$ expression follows by subtracting the two populations.

```lean
/-- The spin density at any finite polarisation `x`, in a probe that is orthogonal to `a` and `v`
and overlaps with `b`. -/
theorem spinDensity_exact {a v b e : E} {S T : ℝ} (h : Orbitals a v b S T)
    (hea : ⟪e, a⟫_ℝ = 0) (hev : ⟪e, v⟫_ℝ = 0) (hg : ⟪e, b⟫_ℝ ≠ 0) (x : ℝ) :
    spinDensity a v b e x = 4 * x * S * T * (1 + x ^ 2) * ⟪e, b⟫_ℝ ^ 2 /
      ((1 + x ^ 2 - (S + x * T) ^ 2) * (1 + x ^ 2 - (S - x * T) ^ 2)) := by
  have hp := gram_pos h hea hev hg x
  have hm' := gram_pos h hea hev hg (-x)
  have hm : 0 < 1 + x ^ 2 - (S - x * T) ^ 2 := by linarith
  have hu : population (a + x • v) b e =
      (1 + x ^ 2) * ⟪e, b⟫_ℝ ^ 2 / (1 + x ^ 2 - (S + x * T) ^ 2) := by
    rw [population_polarised h e x hp.ne', hea, hev]
    congr 1; ring
  have hd : population (a + (-x) • v) b e =
      (1 + x ^ 2) * ⟪e, b⟫_ℝ ^ 2 / (1 + x ^ 2 - (S - x * T) ^ 2) := by
    rw [population_polarised h e (-x) hm'.ne', hea, hev]
    congr 1 <;> ring
  rw [spinDensity, hu, hd, div_sub_div _ _ hp.ne' hm.ne']
  congr 1; ring
```

Its denominator is positive, so for $x\neq0$ it vanishes only if $S$ or $T$ does.

```lean
/-- At nonzero polarisation the spin density in a probe that is orthogonal to `a` and `v` and
overlaps with `b` vanishes exactly when `b` is orthogonal to `a` or to `v`. -/
theorem spinDensity_eq_zero_iff {a v b e : E} {S T : ℝ} (h : Orbitals a v b S T)
    (hea : ⟪e, a⟫_ℝ = 0) (hev : ⟪e, v⟫_ℝ = 0) (hg : ⟪e, b⟫_ℝ ≠ 0) {x : ℝ} (hx : x ≠ 0) :
    spinDensity a v b e x = 0 ↔ S = 0 ∨ T = 0 := by
  have hp := gram_pos h hea hev hg x
  have hm' := gram_pos h hea hev hg (-x)
  have hm : 0 < 1 + x ^ 2 - (S - x * T) ^ 2 := by linarith
  have h1 : 1 + x ^ 2 ≠ 0 := by positivity
  rw [spinDensity_exact h hea hev hg, div_eq_zero_iff, or_iff_left (mul_pos hp hm).ne']
  simp [hx, hg, h1]
```

## The three-dimensional example

The opening case is checked with explicit coordinates.

```lean
/-- A vector of three real orbital coefficients. -/
def vec (x y z : ℝ) : EuclideanSpace ℝ (Fin 3) := !₂[x, y, z]

/-- Three-dimensional orbitals with `S = T = 2/3` and a probe whose overlap with `b` is `1/3` meet
the conditions of `overlap_transmits_polarisation`, and the spin density has slope `16/25` at zero
polarisation. -/
theorem overlap_transmits_polarisation_witness :
    Orbitals (vec 1 0 0) (vec 0 1 0) (vec (2/3) (2/3) (1/3)) (2/3) (2/3) ∧
    ⟪vec 0 0 1, vec 1 0 0⟫_ℝ = 0 ∧ ⟪vec 0 0 1, vec 0 1 0⟫_ℝ = 0 ∧
    ⟪vec 0 0 1, vec (2/3) (2/3) (1/3)⟫_ℝ = 1/3 ∧
    HasDerivAt (spinDensity (vec 1 0 0) (vec 0 1 0) (vec (2/3) (2/3) (1/3)) (vec 0 0 1))
      (16/25) 0 := by
  have hi : ∀ x y z x' y' z' : ℝ,
      ⟪vec x y z, vec x' y' z'⟫_ℝ = x * x' + y * y' + z * z' := by
    intro x y z x' y' z'
    simp [vec, PiLp.inner_apply, Fin.sum_univ_succ]
    ring
  have ho : Orbitals (vec 1 0 0) (vec 0 1 0) (vec (2/3) (2/3) (1/3)) (2/3) (2/3) := by
    constructor <;> rw [hi] <;> norm_num
  have h1 : ⟪vec 0 0 1, vec 1 0 0⟫_ℝ = 0 := by rw [hi]; norm_num
  have h2 : ⟪vec 0 0 1, vec 0 1 0⟫_ℝ = 0 := by rw [hi]; norm_num
  have h3 : ⟪vec 0 0 1, vec (2/3) (2/3) (1/3)⟫_ℝ = 1/3 := by rw [hi]; norm_num
  refine ⟨ho, h1, h2, h3, ?_⟩
  refine (overlap_transmits_polarisation ho h1 h2 (by rw [h3]; norm_num)).2.congr_deriv ?_
  rw [h3]; norm_num

end

end OverlapSpinPolarisation
```

```lean
#print axioms OverlapSpinPolarisation.overlap_transmits_polarisation
#print axioms OverlapSpinPolarisation.spinDensity_eq_zero_iff
```

```
'OverlapSpinPolarisation.overlap_transmits_polarisation' depends on axioms: [propext, Classical.choice, Quot.sound]
'OverlapSpinPolarisation.spinDensity_eq_zero_iff' depends on axioms: [propext, Classical.choice, Quot.sound]
```
